# When measuring every second Metropolis move is cheaper than measuring every move, for a geometrically decaying energy autocorrelation

Q: A variational Monte Carlo run moves electrons by Metropolis steps and averages the local energy. Successive configurations are similar, so successive energies carry much the same information, yet each costs a Laplacian of the trial wave function. Suppose I skip every second evaluation. I save time, but I throw data away. Can that pay?

A: It can, if the evaluation is expensive enough for the correlation at hand. Let a move cost $1$ and an energy evaluation cost $c\ge 0$ in the same unit. Let $\rho$, with $0<\rho<1$, be the autocorrelation of the energy after one move (not a density), and assume that it is $\rho^n$ after $n$ moves. To reach a given statistical error in a long run, measuring every second move is then cheaper exactly when
$$(1-\rho)^2<2c\rho .$$

Q: Where does the error enter?

A: Through the variance of the mean. Measure every $k$ moves, so that neighbouring measurements have correlation $r=\rho^k$. For a long run of $N$ measurements with energy variance $\sigma^2$, the squared error of the mean is $\sigma^2 g/N$, where
$$g=1+2\sum_{n=0}^{\infty}r^{n+1}=1+\frac{2r}{1-r}=\frac{1+r}{1-r}$$
is the statistical inefficiency. A target error $\varepsilon$ needs $N=g\,\sigma^2/\varepsilon^2$ measurements, and each costs $k$ moves and one evaluation. In units of $\sigma^2/\varepsilon^2$ the total cost is
$$C_k=(k+c)\,\frac{1+\rho^k}{1-\rho^k}.$$

Q: Then compare $k=1$ with $k=2$.

A: Since $1-\rho^2=(1-\rho)(1+\rho)$,
$$C_1-C_2=\frac{(1+c)(1+\rho)^2-(2+c)(1+\rho^2)}{1-\rho^2}.$$
The terms with $c$ in the numerator give $c\,[(1+\rho)^2-(1+\rho^2)]=2c\rho$. The rest is $(1+\rho)^2-2(1+\rho^2)=-(1-\rho)^2$. So
$$C_1-C_2=\frac{2c\rho-(1-\rho)^2}{1-\rho^2},$$
and the denominator is positive. That is the criterion.

Q: Why stop at two? Perhaps every tenth move is better still.

A: The same subtraction works for any neighbouring pair. Over the common denominator $(1-\rho^k)(1-\rho^{k+1})$, the numerator of $C_k-C_{k+1}$ is
$$2\rho^k(1-\rho)(k+c)-(1+\rho^{k+1})(1-\rho^k).$$
It is linear in $c$, with positive slope $2\rho^k(1-\rho)$, so it changes sign at one critical cost $T_k$. Setting it to zero and expanding the product gives
$$2\rho^k(1-\rho)\,T_k=1-\rho^{2k+1}-(2k+1)\rho^k(1-\rho).$$
This $T_k$ is also a sum of squares over positive numbers:
$$T_k=\sum_{j=0}^{k-1}\frac{(1-\rho^{j+1})^2}{2\rho^{j+1}}.$$
To check this, use induction. At $k=0$ both sides of the closed form vanish. For the step, multiply the identity for $k$ by $\rho$ and add $(1-\rho)(1-\rho^{k+1})^2$, which is what the new term of the sum contributes. The right-hand side becomes $1-\rho^{2k+3}-(2k+3)\rho^{k+1}(1-\rho)$, the identity for $k+1$.

Lengthening the interval from $k$ to $k+1$ therefore pays exactly when $c>T_k$. Because $T_k$ never decreases with $k$, once lengthening has stopped paying it doesn't start again. Interval $m+1$ is thus a best choice exactly when $T_m\le c\le T_{m+1}$, with $T_0=0$.

Q: Now the Lean version. I suspect that the cost formula is simply postulated there.

A: The closed form is not. The sum over lags is the definition, and the fraction is derived from it.

```lean
import Mathlib

open Finset

namespace MetropolisMeasurementInterval

noncomputable section

/-- Statistical inefficiency of a series of measurements whose correlation at lag `n` is `r ^ n`:
one plus twice the sum of the correlations over all positive lags. The domain is `|r| < 1`. -/
def inefficiency (r : ℝ) : ℝ := 1 + 2 * ∑' n : ℕ, r ^ (n + 1)
```

Here `∑'` is the infinite sum, and the exponent `n + 1` makes it start at lag one. Some texts write this quantity as twice an integrated autocorrelation time.

```lean
/-- Computing cost at fixed precision when the energy is measured every `k` moves, for `k ≥ 1`. A
move costs `1`, an energy evaluation costs `c`, and the autocorrelation of the energy after `n`
moves is assumed to be `ρ ^ n`, with `|ρ| < 1`; the unit is the variance of the energy over the
squared target error. -/
def cost (ρ c : ℝ) (k : ℕ) : ℝ := (k + c) * inefficiency (ρ ^ k)
```

The real numbers `ρ` and `c` are the correlation and the relative evaluation cost, and the natural number `k` is the interval. Putting `ρ ^ k` into `inefficiency` says that measurements $k$ moves apart have correlation $\rho^k$.

Q: So something is postulated after all.

A: Yes: that `cost` is the computing time of a real run. This is the step you have to supply. It needs an equilibrated run, long enough for the variance formula, an energy autocorrelation that decays as a single geometric sequence, and a fixed price per evaluation. A real Metropolis chain usually has several decay rates, and after a rejected move a program can keep the old energy for free. The theorems are about the idealised cost.

```lean
/-- The critical evaluation cost for the interval `k`, a sum of `(1 - ρ ^ j) ^ 2 / (2 ρ ^ j)`
over `j = 1, ..., k`. The domain is `ρ ≠ 0`. -/
def criticalCost (ρ : ℝ) (k : ℕ) : ℝ :=
  ∑ j ∈ range k, (1 - ρ ^ (j + 1)) ^ 2 / (2 * ρ ^ (j + 1))
```

This is $T_k$ as a finite sum; `range k` runs from $0$ to $k-1$, hence the `j + 1`.

Q: How does Lean get from the infinite sum to the fraction?

A: As we did. It takes one factor $r$ out of the sum and applies the geometric series, which is valid for $|r|<1$. Then it clears the denominator.

```lean
/-- For `|r| < 1` the sum over lags gives the inefficiency `(1 + r) / (1 - r)`. -/
theorem inefficiency_eq {r : ℝ} (hr : |r| < 1) : inefficiency r = (1 + r) / (1 - r) := by
  have h1 : 1 - r ≠ 0 := by linarith [(abs_lt.mp hr).2]
  have hs : ∑' n : ℕ, r ^ (n + 1) = (1 - r)⁻¹ * r := by
    simp_rw [pow_succ]
    rw [tsum_mul_right, tsum_geometric_of_abs_lt_one hr]
  rw [inefficiency, hs, eq_div_iff h1]
  linear_combination 2 * r * (inv_mul_cancel₀ h1)
```

The cost formula follows once $0<\rho^k<1$ is known, which needs $k\ge 1$.

```lean
/-- For `0 < ρ < 1` and `k ≥ 1`, the cost at fixed precision is
`(k + c) (1 + ρ ^ k) / (1 - ρ ^ k)`. -/
theorem cost_eq {ρ : ℝ} (c : ℝ) (h0 : 0 < ρ) (h1 : ρ < 1) {k : ℕ} (hk : 1 ≤ k) :
    cost ρ c k = (k + c) * (1 + ρ ^ k) / (1 - ρ ^ k) := by
  have hlt : ρ ^ k < 1 := pow_lt_one₀ h0.le h1 (by omega)
  have hpos : 0 < ρ ^ k := pow_pos h0 k
  rw [cost, inefficiency_eq (abs_lt.mpr ⟨by linarith, hlt⟩), mul_div_assoc]
```

Next comes the closed form of $T_k$. In the induction, `hT` splits off the last term of the sum and `hs` clears its denominator. The final `linear_combination` is our step: $\rho$ times the old identity plus $(1-\rho)$ times the new square.

```lean
/-- Closed form of the critical evaluation cost for `ρ ≠ 0`, with the denominator cleared. -/
theorem criticalCost_closed {ρ : ℝ} (h0 : ρ ≠ 0) (k : ℕ) :
    2 * (ρ ^ k * (1 - ρ)) * criticalCost ρ k
      = 1 - ρ ^ (2 * k + 1) - (2 * k + 1) * (ρ ^ k * (1 - ρ)) := by
  induction k with
  | zero => simp [criticalCost]
  | succ k ih =>
    have hT : criticalCost ρ (k + 1)
        = criticalCost ρ k + (1 - ρ ^ (k + 1)) ^ 2 / (2 * ρ ^ (k + 1)) := by
      simp only [criticalCost, sum_range_succ]
    have hs : 2 * ρ ^ (k + 1) * ((1 - ρ ^ (k + 1)) ^ 2 / (2 * ρ ^ (k + 1)))
        = (1 - ρ ^ (k + 1)) ^ 2 := by
      field_simp
    rw [hT]
    generalize (1 - ρ ^ (k + 1)) ^ 2 / (2 * ρ ^ (k + 1)) = d at hs ⊢
    push_cast
    linear_combination ρ * ih + (1 - ρ) * hs
```

Q: And the comparison of neighbouring intervals?

A: The statement has two halves, one for "strictly cheaper" and one for "no more expensive". Both come from the equation `h` inside the proof,
$$C_k-C_{k+1}=\frac{2\rho^k(1-\rho)}{(1-\rho^k)(1-\rho^{k+1})}\,(c-T_k).$$
The prefactor is positive by `hg`, so the sign of the saving is the sign of $c-T_k$.

```lean
/-- For `0 < ρ < 1` and `k ≥ 1`, lengthening the measurement interval from `k` to `k + 1` moves
lowers the cost exactly when an evaluation costs more than the critical value for `k`, and does
not raise it exactly when an evaluation costs at least that value. -/
theorem cost_succ_iff {ρ : ℝ} (c : ℝ) (h0 : 0 < ρ) (h1 : ρ < 1) {k : ℕ} (hk : 1 ≤ k) :
    (cost ρ c (k + 1) < cost ρ c k ↔ criticalCost ρ k < c) ∧
    (cost ρ c (k + 1) ≤ cost ρ c k ↔ criticalCost ρ k ≤ c) := by
  have ha : 0 < 1 - ρ ^ k := sub_pos.mpr (pow_lt_one₀ h0.le h1 (by omega))
  have hb : 0 < 1 - ρ ^ (k + 1) := sub_pos.mpr (pow_lt_one₀ h0.le h1 (by omega))
  have hg : 0 < 2 * (ρ ^ k * (1 - ρ)) / ((1 - ρ ^ k) * (1 - ρ ^ (k + 1))) :=
    div_pos (mul_pos two_pos (mul_pos (pow_pos h0 k) (sub_pos.mpr h1))) (mul_pos ha hb)
  -- the saving is a positive factor times the excess over the critical cost
  have h : cost ρ c k - cost ρ c (k + 1)
      = 2 * (ρ ^ k * (1 - ρ)) / ((1 - ρ ^ k) * (1 - ρ ^ (k + 1))) * (c - criticalCost ρ k) := by
    rw [cost_eq c h0 h1 hk, cost_eq c h0 h1 (by omega : 1 ≤ k + 1),
      div_sub_div _ _ ha.ne' hb.ne', div_mul_eq_mul_div]
    congr 1
    push_cast
    linear_combination criticalCost_closed h0.ne' k
  constructor
  · rw [← sub_pos (b := cost ρ c (k + 1)), h, mul_pos_iff_of_pos_left hg, sub_pos]
  · rw [← sub_nonneg (b := cost ρ c (k + 1)), h, mul_nonneg_iff_of_pos_left hg, sub_nonneg]
```

Your original question is the case $k=1$. There the sum has one term, $T_1=(1-\rho)^2/(2\rho)$, and multiplying $T_1<c$ by $2\rho$ gives the criterion.

```lean
/-- For `0 < ρ < 1`, measuring every second move is cheaper at fixed precision than measuring
every move if and only if `(1 - ρ) ^ 2 < 2 c ρ`. -/
theorem every_second_move_cheaper_iff {ρ : ℝ} (c : ℝ) (h0 : 0 < ρ) (h1 : ρ < 1) :
    cost ρ c 2 < cost ρ c 1 ↔ (1 - ρ) ^ 2 < 2 * c * ρ := by
  have h := (cost_succ_iff c h0 h1 (le_refl 1)).1
  have hT : criticalCost ρ 1 = (1 - ρ) ^ 2 / (2 * ρ) := by simp [criticalCost]
  have e : c * (2 * ρ) = 2 * c * ρ := by ring
  rw [hT, div_lt_iff₀ (by positivity), e] at h
  exact h
```

Q: I see no assumption $c\ge 0$ in that theorem.

A: The algebra doesn't use it, so the theorem holds for every real `c`. Physically only $c\ge 0$ is of interest, and the statements about the best interval do assume it.

For those, Lean first records that $T_k$ does not decrease, since each added term is a square over a positive number.

```lean
/-- For `ρ > 0` the critical evaluation cost does not decrease with the interval. -/
theorem criticalCost_mono {ρ : ℝ} (h0 : 0 < ρ) : Monotone (criticalCost ρ) := by
  refine monotone_nat_of_le_succ fun k => ?_
  have hd : 0 ≤ (1 - ρ ^ (k + 1)) ^ 2 / (2 * ρ ^ (k + 1)) := by positivity
  simp only [criticalCost, sum_range_succ]
  linarith
```

Q: Does the next theorem compare with every interval, or only with the neighbours?

A: With every `k` from $1$ upwards. The restriction `1 ≤ k` matters: at $k=0$ the sum over lags diverges, Lean gives it the value zero, and the "cost" would be a meaningless $c$.

From left to right, a best interval $m+1$ is compared with its two neighbours, which gives the two bounds on $c$. For $m=0$ there is no shorter interval, and the lower bound is just $0\le c$. From right to left there are two inductions. Beyond $m+1$, a further fall in cost from $j$ to $j+1$ would need $T_j<c$, but $c\le T_{m+1}\le T_j$. Up to $m+1$, each lengthening from $j$ to $j+1$ has $T_j\le T_m\le c$, so the cost does not rise.

```lean
/-- For `0 < ρ < 1` and `c ≥ 0`, measuring every `m + 1` moves is at least as cheap as every other
interval if and only if `c` lies between the critical costs for `m` and for `m + 1`, endpoints
included. -/
theorem optimal_interval_iff {ρ c : ℝ} (h0 : 0 < ρ) (h1 : ρ < 1) (hc : 0 ≤ c) (m : ℕ) :
    (∀ k : ℕ, 1 ≤ k → cost ρ c (m + 1) ≤ cost ρ c k) ↔
      criticalCost ρ m ≤ c ∧ c ≤ criticalCost ρ (m + 1) := by
  constructor
  · intro h
    constructor
    · cases m with
      | zero => simpa [criticalCost] using hc
      | succ n => exact (cost_succ_iff c h0 h1 (by omega)).2.1 (h (n + 1) (by omega))
    · by_contra hlt
      have h2 := (cost_succ_iff c h0 h1 (by omega : 1 ≤ m + 1)).1.2 (not_le.mp hlt)
      exact absurd (h (m + 1 + 1) (by omega)) (not_le.mpr h2)
  · rintro ⟨hl, hu⟩ k hk
    rcases le_total (m + 1) k with hmk | hkm
    · -- beyond the optimum the cost no longer falls
      induction k, hmk using Nat.le_induction with
      | base => exact le_rfl
      | succ j hj ih =>
        have hj1 : 1 ≤ j := by omega
        refine (ih hj1).trans (not_lt.mp fun hlt => ?_)
        have h2 := (cost_succ_iff c h0 h1 hj1).1.1 hlt
        linarith [criticalCost_mono h0 hj]
    · -- before the optimum the cost does not rise
      have key : ∀ j : ℕ, k ≤ j → j ≤ m + 1 → cost ρ c j ≤ cost ρ c k := by
        intro j hj
        induction j, hj using Nat.le_induction with
        | base => exact fun _ => le_rfl
        | succ j hj ih =>
          intro hjm
          have hT := criticalCost_mono h0 (by omega : j ≤ m)
          exact ((cost_succ_iff c h0 h1 (by omega)).2.2 (hT.trans hl)).trans (ih (by omega))
      exact key (m + 1) hkm le_rfl
```

Q: Can two intervals tie?

A: Yes. The bounds include equality, so at $c=T_{m+1}$ the intervals $m+1$ and $m+2$ are both best.

The last theorem asks when you should not skip at all. If measuring every move is best, it is in particular no worse than measuring every second move, which gives $2c\rho\le(1-\rho)^2$. Conversely, that inequality says $c\le T_1$, and the previous theorem with $m=0$ applies.

```lean
/-- For `0 < ρ < 1` and `c ≥ 0`, measuring after every move is at least as cheap as every other
interval if and only if `2 c ρ ≤ (1 - ρ) ^ 2`. -/
theorem every_move_optimal_iff {ρ c : ℝ} (h0 : 0 < ρ) (h1 : ρ < 1) (hc : 0 ≤ c) :
    (∀ k : ℕ, 1 ≤ k → cost ρ c 1 ≤ cost ρ c k) ↔ 2 * c * ρ ≤ (1 - ρ) ^ 2 := by
  constructor
  · intro h
    exact not_lt.mp fun hlt =>
      absurd ((every_second_move_cheaper_iff c h0 h1).2 hlt) (not_lt.mpr (h 2 (by omega)))
  · intro h
    have hT : criticalCost ρ 1 = (1 - ρ) ^ 2 / (2 * ρ) := by simp [criticalCost]
    refine (optimal_interval_iff h0 h1 hc 0).2 ⟨by simpa [criticalCost] using hc, ?_⟩
    rw [zero_add, hT, le_div_iff₀ (by positivity)]
    linarith

end

end MetropolisMeasurementInterval
```

```lean
#print axioms MetropolisMeasurementInterval.every_second_move_cheaper_iff
#print axioms MetropolisMeasurementInterval.every_move_optimal_iff
```

```
'MetropolisMeasurementInterval.every_second_move_cheaper_iff' depends on axioms: [propext, Classical.choice, Quot.sound]
'MetropolisMeasurementInterval.every_move_optimal_iff' depends on axioms: [propext, Classical.choice, Quot.sound]
```

Q: What happens if the energy comes for free?

A: Then $c=0$ and the inequality $0\le(1-\rho)^2$ always holds, so measuring every move is best for every $\rho$ between $0$ and $1$. This is your worry about discarded data in its correct form: when only the moves cost anything, skipping measurements never helps in this model. Skipping pays only through the evaluations it saves. In the opposite limit, $\rho\to1$ at fixed $c>0$, the right-hand side of $2c\rho\le(1-\rho)^2$ goes to zero, and some skipping eventually pays however cheap the evaluation is.

Q: Show me this in a run.

A: The sampling program has an inner loop of $k$ Metropolis moves, followed by one evaluation of the local energy, and the question is what $k$ to set. A short preliminary run gives the lag-one autocorrelation $\rho$ of the energy, and timings of the two routines give $c$. Take $\rho=0.9$ and $c=1$ as an illustration. The criterion reads $0.01<1.8$, so every second move beats every move by a wide margin.

To find the best interval, add up the terms of $T_k$ until the sum passes $c$. Here $T_7\approx0.80$ and $T_8\approx1.18$, so $m=7$ and the best interval is $8$ moves. The cost falls from $C_1=38$ to $C_8\approx22.6$, a saving of about 40 per cent at the same error bar. The minimum is flat: $C_7$ and $C_9$ are both within half a per cent of $C_8$.

Q: So for a variational Monte Carlo run, this fixes the measurement interval from two numbers?

A: It does so as far as one decay rate describes the energy autocorrelation, every measurement costs the same evaluation, and the run is long. If the program reuses the old energy after rejected moves, the average price of a measurement depends on $k$, and the criterion no longer applies as it stands. With several decay rates, the same reasoning starts from the full sum over lags, and the best interval has to be found from that sum.
